# Zero sound at strong coupling: $s^2-F/3\to 3/5$ for a constant Landau parameter

Without an error bound, the strong-coupling estimate $s\approx\sqrt{F/3}$ for zero sound does not tell us how large the Landau parameter $F$ must be before the velocity ratio $s$, sound velocity over Fermi velocity, can be trusted to a given accuracy. For a three-dimensional Fermi liquid at zero temperature with a single, angle-independent Landau parameter, the theorems below confine every solution $s>1$ to an explicit window that closes as $F\to\infty$.

```lean
import Mathlib

open Filter Topology

namespace ZeroSoundStrongCoupling

noncomputable section

/-- For `s > 1`, the long-wavelength density response of non-interacting quasiparticles, divided by
the density of states at the Fermi level, as a function of the ratio `s` of the sound velocity to
the Fermi velocity. -/
def response (s : ℝ) : ℝ := s / 2 * Real.log ((s + 1) / (s - 1)) - 1

/-- The velocity ratio `s` lies above the particle-hole continuum and solves the zero-sound
equation with Landau parameter `F`. -/
def IsZeroSound (F s : ℝ) : Prop := 1 < s ∧ F * response s = 1

/-- Above the continuum the response is a series in inverse even powers of the velocity ratio. -/
theorem hasSum_response {s : ℝ} (hs : 1 < s) :
    HasSum (fun k : ℕ => (1 / s ^ 2) ^ (k + 1) / (2 * (k : ℝ) + 3)) (response s) := by
  have hs0 : 0 < s := by linarith
  have hs1 : 0 < s - 1 := by linarith
  have hx : |1 / s| < 1 := by
    rw [abs_of_pos (by positivity), div_lt_one hs0]
    exact hs
  have h := (Real.hasSum_log_sub_log_of_abs_lt_one hx).mul_left (s / 2)
  have hlog : Real.log (1 + 1 / s) - Real.log (1 - 1 / s) = Real.log ((s + 1) / (s - 1)) := by
    have h2 : 1 - 1 / s = (s - 1) / s := by field_simp
    have h3 : 1 + 1 / s = (s + 1) / s := by field_simp
    have h4 : s + 1 ≠ 0 := by positivity
    rw [h2, h3, Real.log_div h4 hs0.ne', Real.log_div hs1.ne' hs0.ne',
      Real.log_div h4 hs1.ne']
    ring
  rw [hlog] at h
  -- the first term of the series cancels the constant `-1`
  have h' := (hasSum_nat_add_iff' 1).mpr h
  have hf : (fun k : ℕ => (1 / s ^ 2) ^ (k + 1) / (2 * (k : ℝ) + 3)) =
      fun n : ℕ => s / 2 * (2 * (1 / (2 * ((n + 1 : ℕ) : ℝ) + 1)) *
        (1 / s) ^ (2 * (n + 1) + 1)) := by
    funext k
    have e : (1 / s) ^ (2 * (k + 1) + 1) = (1 / s ^ 2) ^ (k + 1) * (1 / s) := by
      rw [pow_succ (1 / s) (2 * (k + 1)), pow_mul, one_div_pow s 2]
    have hk : 2 * ((k : ℝ) + 1) + 1 = 2 * (k : ℝ) + 3 := by ring
    push_cast
    rw [e, hk]
    generalize (1 / s ^ 2) ^ (k + 1) = q
    field_simp
  have hv : response s = s / 2 * Real.log ((s + 1) / (s - 1)) -
      ∑ i ∈ Finset.range 1, s / 2 * (2 * (1 / (2 * (i : ℝ) + 1)) * (1 / s) ^ (2 * i + 1)) := by
    have e0 : s / 2 * (2 * (1 / (2 * ((0 : ℕ) : ℝ) + 1)) * (1 / s) ^ (2 * 0 + 1)) = 1 := by
      norm_num
      field_simp
    simp only [Finset.sum_range_one, response]
    linear_combination e0
  rw [hf, hv]
  exact h'

/-- The sum `W` of the response series in `u` is bounded on both sides by comparison with
geometric series. -/
theorem series_bounds {u W : ℝ} (hu : 0 < u) (hu1 : u < 1)
    (hW : HasSum (fun k : ℕ => u ^ (k + 1) / (2 * (k : ℝ) + 3)) W) :
    u / 3 < W * (1 - 3 / 5 * u) ∧ W * (1 - u) < u / 3 - 2 * u ^ 2 / 15 := by
  have h3 : 0 < u ^ 3 := by positivity
  constructor
  · have c : ∀ k : ℕ, (2 * (k : ℝ) + 3) * (3 / 5 : ℝ) ^ k ≤ 3 := by
      intro k
      induction k with
      | zero => norm_num
      | succ k ih =>
        have p : (0 : ℝ) < (3 / 5 : ℝ) ^ k := by positivity
        have hk : (0 : ℝ) ≤ k := Nat.cast_nonneg k
        push_cast
        rw [pow_succ]
        nlinarith [mul_nonneg hk p.le]
    have hg := (hasSum_geometric_of_lt_one (r := 3 / 5 * u) (by positivity)
      (by linarith)).mul_left (u / 3)
    have key : u / 3 * (1 - 3 / 5 * u)⁻¹ < W := by
      refine hasSum_lt (i := 2) (fun k => ?_) ?_ hg hW
      · show u / 3 * (3 / 5 * u) ^ k ≤ u ^ (k + 1) / (2 * (k : ℝ) + 3)
        have p : 0 ≤ u ^ k * u / 3 := by positivity
        have m := mul_le_mul_of_nonneg_left (c k) p
        rw [mul_pow, le_div_iff₀ (by positivity), pow_succ]
        nlinarith [m]
      · show u / 3 * (3 / 5 * u) ^ 2 < u ^ (2 + 1) / (2 * ((2 : ℕ) : ℝ) + 3)
        have e1 : u / 3 * (3 / 5 * u) ^ 2 = 3 / 25 * u ^ 3 := by ring
        have e2 : u ^ (2 + 1) / (2 * ((2 : ℕ) : ℝ) + 3) = u ^ 3 / 7 := by norm_num
        rw [e1, e2]
        linarith
    rwa [← div_eq_mul_inv, div_lt_iff₀ (by linarith)] at key
  · have h1 : 0 < 1 - u := by linarith
    -- a geometric series with its first term adjusted to `u / 3`
    have hg : HasSum (fun k : ℕ => u / 5 * u ^ k + (if k = 0 then 2 * u / 15 else 0))
        (u / 5 * (1 - u)⁻¹ + 2 * u / 15) :=
      ((hasSum_geometric_of_lt_one hu.le hu1).mul_left (u / 5)).add
        (hasSum_ite_eq 0 (2 * u / 15))
    have key : W < u / 5 * (1 - u)⁻¹ + 2 * u / 15 := by
      refine hasSum_lt (i := 2) (fun k => ?_) ?_ hW hg
      · rcases k with _ | k
        · show u ^ (0 + 1) / (2 * ((0 : ℕ) : ℝ) + 3)
            ≤ u / 5 * u ^ 0 + (if (0 : ℕ) = 0 then 2 * u / 15 else 0)
          rw [if_pos rfl, Nat.cast_zero]
          apply le_of_eq
          ring
        · show u ^ (k + 1 + 1) / (2 * ((k + 1 : ℕ) : ℝ) + 3)
            ≤ u / 5 * u ^ (k + 1) + (if k + 1 = 0 then 2 * u / 15 else 0)
          have p : 0 < u ^ (k + 1) := by positivity
          have hk : (0 : ℝ) ≤ k := Nat.cast_nonneg k
          rw [if_neg (Nat.succ_ne_zero k), div_le_iff₀ (by positivity), pow_succ u (k + 1)]
          push_cast
          generalize u ^ (k + 1) = q at p ⊢
          nlinarith [mul_nonneg hk (mul_pos p hu).le]
      · show u ^ (2 + 1) / (2 * ((2 : ℕ) : ℝ) + 3)
          < u / 5 * u ^ 2 + (if (2 : ℕ) = 0 then 2 * u / 15 else 0)
        have e2 : u ^ (2 + 1) / (2 * ((2 : ℕ) : ℝ) + 3) = u ^ 3 / 7 := by norm_num
        have e1 : u / 5 * u ^ 2 = u ^ 3 / 5 := by ring
        rw [if_neg (by norm_num), e2, e1]
        linarith
    have hv : (1 - u) * (1 - u)⁻¹ = 1 := mul_inv_cancel₀ h1.ne'
    have m := mul_lt_mul_of_pos_right key h1
    have e : (u / 5 * (1 - u)⁻¹ + 2 * u / 15) * (1 - u) = u / 3 - 2 * u ^ 2 / 15 := by
      linear_combination (u / 5) * hv
    rwa [e] at m

/-- Two-sided rational bounds on the density response above the particle-hole continuum. -/
theorem response_bounds {s : ℝ} (hs : 1 < s) :
    1 / 3 < (s ^ 2 - 3 / 5) * response s ∧
      s ^ 2 * (s ^ 2 - 1) * response s < (s ^ 2 - 2 / 5) / 3 := by
  have hx : 1 < s ^ 2 := by nlinarith
  have hx0 : 0 < s ^ 2 := by linarith
  have hu : 0 < 1 / s ^ 2 := by positivity
  have hu1 : 1 / s ^ 2 < 1 := by rwa [div_lt_one hx0]
  have hux : 1 / s ^ 2 * s ^ 2 = 1 := div_mul_cancel₀ 1 hx0.ne'
  obtain ⟨a, b⟩ := series_bounds hu hu1 (hasSum_response hs)
  generalize 1 / s ^ 2 = u at *
  generalize s ^ 2 = x at *
  constructor
  · have m := mul_lt_mul_of_pos_right a hx0
    have e1 : u / 3 * x = 1 / 3 := by linear_combination (1 / 3) * hux
    have e2 : response s * (1 - 3 / 5 * u) * x = (x - 3 / 5) * response s := by
      linear_combination (-3 / 5 * response s) * hux
    rwa [e1, e2] at m
  · have m := mul_lt_mul_of_pos_right b (pow_pos hx0 2)
    have e1 : response s * (1 - u) * x ^ 2 = x * (x - 1) * response s := by
      linear_combination (-(response s * x)) * hux
    have e2 : (u / 3 - 2 * u ^ 2 / 15) * x ^ 2 = (x - 2 / 5) / 3 := by
      linear_combination (x / 3 - 2 / 15 * (u * x + 1)) * hux
    rwa [e1, e2] at m

/-- The density response is positive above the particle-hole continuum. -/
theorem response_pos {s : ℝ} (hs : 1 < s) : 0 < response s := by
  have hx : 0 < s ^ 2 - 3 / 5 := by nlinarith
  by_contra h
  have h' : 0 ≤ -response s := by linarith [not_lt.mp h]
  nlinarith [(response_bounds hs).1, mul_nonneg hx.le h']

/-- The squared zero-sound velocity ratio exceeds `F/3 + 3/5` by less than `18/(5(5F+3))`. -/
theorem zeroSound_sq_bounds {F s : ℝ} (h : IsZeroSound F s) :
    F / 3 + 3 / 5 < s ^ 2 ∧ s ^ 2 < F / 3 + 3 / 5 + 18 / (5 * (5 * F + 3)) := by
  obtain ⟨hs, hF1⟩ := h
  have hF : 0 < F := by
    by_contra hn
    have hn' : 0 ≤ -F := by linarith [not_lt.mp hn]
    nlinarith [mul_nonneg hn' (response_pos hs).le]
  obtain ⟨a, b⟩ := response_bounds hs
  -- multiply the response bounds by `F` and use the zero-sound equation
  have a' := mul_lt_mul_of_pos_left a hF
  have b' := mul_lt_mul_of_pos_left b hF
  have e1 : F * ((s ^ 2 - 3 / 5) * response s) = s ^ 2 - 3 / 5 := by
    linear_combination (s ^ 2 - 3 / 5) * hF1
  have e2 : F * (s ^ 2 * (s ^ 2 - 1) * response s) = s ^ 2 * (s ^ 2 - 1) := by
    linear_combination (s ^ 2 * (s ^ 2 - 1)) * hF1
  rw [e1] at a'
  rw [e2] at b'
  generalize s ^ 2 = x at *
  refine ⟨by linarith, ?_⟩
  have d : x - F / 3 - 3 / 5 < 18 / (5 * (5 * F + 3)) := by
    rw [lt_div_iff₀ (by positivity)]
    nlinarith [sq_nonneg (x - F / 3 - 3 / 5)]
  linarith

/-- Each `s > 1` solves the zero-sound equation at the coupling `1 / response s`, and this
coupling tends to infinity with `s`. -/
theorem zeroSound_witness :
    (∀ s : ℝ, 1 < s → IsZeroSound (1 / response s) s) ∧
      Tendsto (fun s : ℝ => 1 / response s) atTop atTop := by
  have hw : ∀ s : ℝ, 1 < s → IsZeroSound (1 / response s) s := fun s hs =>
    ⟨hs, div_mul_cancel₀ 1 (response_pos hs).ne'⟩
  refine ⟨hw, ?_⟩
  have hlin : Tendsto (fun s : ℝ => s + (-6)) atTop atTop :=
    tendsto_atTop_add_const_right atTop (-6) tendsto_id
  refine tendsto_atTop_mono' atTop ?_ hlin
  filter_upwards [eventually_gt_atTop (1 : ℝ)] with s hs
  have hF : 0 < 1 / response s := one_div_pos.mpr (response_pos hs)
  have b := (zeroSound_sq_bounds (hw s hs)).2
  generalize 1 / response s = F at *
  have c : 18 / (5 * (5 * F + 3)) ≤ 6 / 5 := by
    rw [div_le_iff₀ (by positivity)]
    linarith
  nlinarith

/-- Along any family of zero-sound solutions whose coupling `F` tends to infinity, `s² - F/3`
tends to `3/5`. -/
theorem zeroSound_sq_sub_tendsto {ι : Type*} {l : Filter ι} {F s : ι → ℝ}
    (hF : Tendsto F l atTop) (h : ∀ᶠ i in l, IsZeroSound (F i) (s i)) :
    Tendsto (fun i => s i ^ 2 - F i / 3) l (𝓝 (3 / 5)) := by
  have hden : Tendsto (fun i => 5 * (5 * F i + 3)) l atTop := by
    refine tendsto_atTop_mono' l ?_ hF
    filter_upwards [hF.eventually_ge_atTop 0] with i hi
    linarith
  have hnum : Tendsto (fun _ : ι => (18 : ℝ)) l (𝓝 18) := tendsto_const_nhds
  have hc : Tendsto (fun _ : ι => (3 / 5 : ℝ)) l (𝓝 (3 / 5)) := tendsto_const_nhds
  have hup := hc.add (hnum.div_atTop hden)
  rw [add_zero] at hup
  refine tendsto_of_tendsto_of_tendsto_of_le_of_le' hc hup ?_ ?_
  · filter_upwards [h] with i hi
    linarith [(zeroSound_sq_bounds hi).1]
  · filter_upwards [h] with i hi
    linarith [(zeroSound_sq_bounds hi).2]

/-- Strong-coupling law of zero sound: along any family of solutions whose coupling `F` tends
to infinity, the ratio of `s` to `√(F/3)` tends to one. -/
theorem zeroSound_strong_coupling {ι : Type*} {l : Filter ι} {F s : ι → ℝ}
    (hF : Tendsto F l atTop) (h : ∀ᶠ i in l, IsZeroSound (F i) (s i)) :
    Tendsto (fun i => s i / Real.sqrt (F i / 3)) l (𝓝 1) := by
  have hF3 : Tendsto (fun i => F i / 3) l atTop := hF.atTop_div_const (by norm_num)
  have hc : Tendsto (fun _ : ι => (1 : ℝ)) l (𝓝 1) := tendsto_const_nhds
  -- the squared ratio is one plus a bounded quantity divided by `F/3`
  have h2 := (hc.add ((zeroSound_sq_sub_tendsto hF h).div_atTop hF3)).sqrt
  rw [add_zero, Real.sqrt_one] at h2
  refine h2.congr' ?_
  filter_upwards [h, hF.eventually_gt_atTop 0] with i hi hFi
  have hne : F i / 3 ≠ 0 := by positivity
  have hs : 0 ≤ s i := by linarith [hi.1]
  have e : 1 + (s i ^ 2 - F i / 3) / (F i / 3) = s i ^ 2 / (F i / 3) := by
    rw [sub_div, div_self hne]
    ring
  rw [e, Real.sqrt_div (sq_nonneg (s i)), Real.sqrt_sq hs]

end

end ZeroSoundStrongCoupling
```

```lean
#print axioms ZeroSoundStrongCoupling.zeroSound_strong_coupling
```

```
'ZeroSoundStrongCoupling.zeroSound_strong_coupling' depends on axioms: [propext, Classical.choice, Quot.sound]
```

## From an oscillating Fermi surface to one equation for $s$

In a three-dimensional Fermi liquid at zero temperature, consider a long-wavelength, collisionless oscillation that displaces the Fermi surface by an amount $\nu(\mu)$, where $\mu$ is the cosine of the angle to the direction of propagation. If the quasiparticle interaction is a constant $F$ (the spin-symmetric $\ell=0$ parameter, with all others set to zero), the linearised kinetic equation reads

$$(s-\mu)\,\nu(\mu)=\mu F\,\frac12\int_{-1}^{1}\nu(\mu')\,d\mu'.$$

Dividing by $s-\mu$, averaging over $\mu$ and cancelling the nonzero average of $\nu$ gives

$$1=F\,\frac12\int_{-1}^{1}\frac{\mu}{s-\mu}\,d\mu=F\,R(s),\qquad R(s)=\frac s2\log\frac{s+1}{s-1}-1.$$

The function $R$ is `response` in the file. It is the long-wavelength density response of non-interacting quasiparticles, divided by the density of states at the Fermi level, in the convention where the response multiplies a potential energy. The same equation therefore appears in the random-phase approximation for a short-range interaction in the long-wavelength limit.

The file starts from this equation; the kinetic theory behind it is an input. The predicate `IsZeroSound F s` says that $s>1$ and $F\,R(s)=1$. The condition $s>1$ places the mode above the particle-hole continuum, where it has no Landau damping in this model. Both quantities are dimensionless real numbers. Positivity of $F$ is not assumed: it follows from the equation once $R(s)>0$ is known.

## The logarithm between two geometric series

Since $1/s<1$, the logarithm can be expanded as

$$\log\frac{1+1/s}{1-1/s}=2\sum_{k\ge0}\frac{s^{-(2k+1)}}{2k+1}.$$

After multiplication by $s/2$, the term $k=0$ equals $1$ and cancels the $-1$ in $R$. Shifting the index and writing $u=1/s^2$ leaves

$$R(s)=\sum_{k\ge0}\frac{u^{k+1}}{2k+3}=\frac u3+\frac{u^2}5+\frac{u^3}7+\cdots.$$

This is `hasSum_response`. The predicate `HasSum` states that the series converges and that its sum is `response s`. The proof takes Mathlib's series for the difference of logarithms and removes its first term with `hasSum_nat_add_iff'`.

The lemma `series_bounds` encloses the sum, there called `W`. For the lower bound, compare with the geometric series whose terms are $\frac u3\left(\frac35u\right)^k$. These are no larger than the terms of $R$ if $(2k+3)(3/5)^k\le3$. That inequality holds at $k=0$, and it passes from $k$ to $k+1$ because $\frac35(2k+5)\le2k+3$. For the upper bound, keep $u/3$ and replace every later denominator by $5$. The result is

$$\frac{u/3}{1-\frac35u}<R(s)<\frac u3+\frac{u^2}{5(1-u)}.$$

Both comparison series agree with $R$ in the terms $k=0$ and $k=1$. The first strict difference is at $k=2$, where $3/25<1/7<1/5$, and this is the index given to `hasSum_lt`.

Now set $x=s^2$, so that $ux=1$. Clearing denominators turns the two bounds into `response_bounds`:

$$\left(x-\tfrac35\right)R>\tfrac13,\qquad x(x-1)R<\tfrac13\left(x-\tfrac25\right).$$

Because $x>1$, the first inequality also forces $R>0$, which is `response_pos`.

## A window for the squared velocity

If $F R=1$, then $F>0$, and multiplying both bounds by $F$ removes the logarithm:

$$x-\tfrac35>\tfrac F3,\qquad x(x-1)<\tfrac F3\left(x-\tfrac25\right).$$

The first is already the lower edge of the window. For the upper edge, let $d=x-F/3-3/5$, which is positive. Substituting $F/3=x-d-3/5$ in the second inequality gives

$$x(x-1)<\left(x-d-\tfrac35\right)\left(x-\tfrac25\right),$$

which simplifies to $d\left(x-\frac25\right)<\frac6{25}$. Since $x-\frac25=\frac F3+\frac15+d$, this becomes

$$d\left(\tfrac F3+\tfrac15\right)+d^2<\tfrac6{25}.$$

Dropping $d^2\ge0$ and dividing yields `zeroSound_sq_bounds`:

$$\frac F3+\frac35<s^2<\frac F3+\frac35+\frac{18}{5(5F+3)}.$$

In Lean, `linear_combination` carries out the substitutions that use $F R=1$, and `nlinarith`, given `sq_nonneg (x - F / 3 - 3 / 5)`, supplies the step that discards $d^2$.

## The limit along any family of solutions

The limit theorems take functions `F` and `s` on an arbitrary index type `ι`, with a filter `l` that says how the index moves. `Tendsto F l atTop` means that the coupling grows without bound, and `∀ᶠ i in l` requires the zero-sound equation to hold eventually along the filter. A sequence of couplings and a continuous variation of $F$ are both special cases.

As $F\to\infty$, the last term of the window vanishes, and squeezing gives $s^2-F/3\to3/5$. This is `zeroSound_sq_sub_tendsto`. For the leading law, write

$$\frac{s^2}{F/3}=1+\frac{s^2-F/3}{F/3}.$$

The numerator on the right tends to $3/5$ while the denominator diverges, so the squared ratio tends to $1$. Taking the square root, with $s>0$, proves `zeroSound_strong_coupling`: $s/\sqrt{F/3}\to1$.

The theorem `zeroSound_witness` supplies an explicit family to which these limits apply. Each $s>1$ solves the equation at $F=1/R(s)$, and this coupling diverges with $s$: for $F>0$ the window gives $s^2<F/3+9/5$, hence $F>3s^2-27/5>s-6$. The theorems do not say that a solution exists at every prescribed $F>0$, or that it is unique.

Another formulation would first construct a function $s(F)$ and then state the limit for that function alone. Existence and uniqueness at each $F>0$ would make this a definite branch to evaluate; they follow because $R$ is continuous and strictly decreasing on $s>1$, diverges as $s\to1$ and tends to $0$ as $s\to\infty$. None of this is proved in the file. The present limits would apply to that branch directly, with `F` the identity on the real numbers and `l` equal to `atTop`.

## Bracketing the root in a numerical solver

In a calculation with this one-parameter model, the window provides a starting interval for bisection or a safeguarded Newton iteration. At $F=10$ it gives $1.983<s<2.001$, whereas $\sqrt{F/3}\approx1.826$. At small $F$ the lower edge for $s^2$ can fall below $1$, and the condition $s>1$ is then the sharper one.

The series also helps with evaluation. At large $s$ the value of $R(s)$ is close to $1/(3s^2)$, but the formula for `response` obtains it by subtracting $1$ from a number close to $1$, which costs significant digits in floating-point arithmetic. Summing the first few terms of the series in $1/s^2$ avoids that subtraction.

A liquid with an appreciable $\ell=1$ Landau parameter obeys a different dispersion equation, so neither the window nor the constant $3/5$ should be carried over to it unchanged. Temperature, collisions and finite wavelength are likewise absent from the model.
